# The Troullier-Martins inverted potential and its zero-curvature condition

## Question

In generating a norm-conserving pseudopotential, the all-electron radial function of angular momentum \(l\) is replaced inside a core radius by a smooth function without nodes, and the screened potential is then recovered by asking which potential has that function as a solution at the reference energy \(e\). In the Troullier-Martins scheme the function is
\[
u(r) = r^{l+1} \exp p(r), \qquad p(r) = \sum_k c_k r^k ,
\]
with \(p\) an even real polynomial, and one of the conditions imposed on the coefficients is \(c_2^2 + (2l+5)c_4 = 0\), described as zero curvature of the potential at the origin.

The claim I would like to see checked is the following. If \(u\) satisfies
\[
-\tfrac12 u'' + \frac{l(l+1)}{2r^2}u + V u = e\,u \qquad (r>0),
\]
then \(V = e + (l+1)p'/r + (p'' + p'^2)/2\), this is a polynomial in \(r\), and its \(r^2\) coefficient vanishes exactly when \(c_2^2 + (2l+5)c_4 = 0\). How would one state and prove this in Lean 4 with Mathlib?

## Answer

### How the objects are represented

The units are Hartree atomic units, so the kinetic term is \(-u''/2\). The function \(u\) is the reduced radial function, \(r\) times the radial part of the orbital, and the equation is the non-relativistic one for a single electron in a local spherical potential.

The angular momentum is `l : ℕ`, with \(l=0\) included. The exponent is a Mathlib polynomial `p : ℝ[X]` of any degree, and \(c_k\) is `p.coeff k`. The function `pseudoWave l p` is \(u\), defined on all real \(r\). It carries no normalisation condition: the constant factor \(\exp c_0\) scales \(u\), the equation is linear in \(u\), and \(c_0\) does not enter the potential.

`RadialEq l V e u r` is the radial equation at the single radius \(r\), with \(u''\) written as `deriv (deriv u) r`. Mathlib's `deriv` returns zero where a function has no derivative, so the proof first establishes `HasDerivAt` for \(u\) and for \(u'\), which makes `deriv (deriv u) r` the true second derivative. The potential `V : ℝ → ℝ` is an arbitrary function, with no continuity or smoothness assumed.

Two objects describe the inverted potential. `invertedPotential l e p r` is the formula \(e + (l+1)p'(r)/r + (p''(r) + p'(r)^2)/2\) as a number at radius \(r\). `potentialPoly l e p` is a polynomial, which I call \(P\), built from the same formula with `divX p.derivative` in place of \(p'/r\). The operation `divX` drops the constant term of a polynomial and lowers every other power by one. Having \(P\) as a polynomial gives "the \(r^2\) coefficient" a direct meaning, `(potentialPoly l e p).coeff 2`. Evenness, `IsEvenPoly p`, says that \(c_k = 0\) for every odd \(k\).

### Derivation by hand

The product rule gives
\[
u' = \big[(l+1) r^l + r^{l+1} p'\big] e^{p}.
\]
Differentiating the bracket gives \(l(l+1) r^{l-1} + (l+1) r^l p' + r^{l+1} p''\), and differentiating the exponential multiplies the bracket by \(p'\), which adds \((l+1) r^l p' + r^{l+1} p'^2\). For \(r \neq 0\) write \(l\,r^{l-1} = l\,r^l/r\), which is also correct at \(l = 0\), where both sides are zero, and take out \(r^{l+1}e^{p} = u\):
\[
u'' = \Big[\frac{l(l+1)}{r^2} + \frac{2(l+1)p'}{r} + p'' + p'^2\Big] u .
\]
In the radial equation the first term of \(-u''/2\) cancels the centrifugal term, and what is left is
\[
\Big[V - e - \frac{(l+1)p'}{r} - \frac{p'' + p'^2}{2}\Big] u = 0 .
\]
For \(r>0\) both factors of \(u\) are positive, so the equation holds at \(r\) if and only if the bracket vanishes there. No property of \(p\) beyond being a polynomial has been used.

Now expand in powers of \(r\):
\[
p' = c_1 + 2c_2 r + 3c_3 r^2 + 4c_4 r^3 + \dots, \qquad p'' = 2c_2 + 6c_3 r + 12 c_4 r^2 + \dots
\]
Then \(p'/r = c_1/r + q\) with the polynomial \(q = 2c_2 + 3c_3 r + 4c_4 r^2 + \dots\), and with \(P = e + (l+1) q + (p'' + p'^2)/2\),
\[
V(r) = P(r) + \frac{(l+1)c_1}{r}.
\]
Let \(c_1 = 0\). The constant term of \(p'^2\) is \(c_1^2 = 0\), and its \(r^2\) coefficient is \(2c_1\cdot 3c_3 + (2c_2)^2 = 4c_2^2\). Writing \(P_k\) for the coefficients of \(P\),
\[
P_0 = e + 2(l+1)c_2 + c_2 = e + (2l+3)c_2,
\]
\[
P_2 = 4(l+1)c_4 + \tfrac12\big(12c_4 + 4c_2^2\big) = 2\big[c_2^2 + (2l+5)c_4\big].
\]
Hence \(P_2 = 0\) if and only if \(c_2^2 + (2l+5)c_4 = 0\).

If \(p\) is even, \(p'\) has only odd powers. Then \(q\) and \(p''\) have only even powers, and so does \(p'^2\), because a product of two odd powers is an even power. So \(P\) is even, and since \(c_1 = 0\), \(V = P\) on \(r>0\).

There is also a converse. Suppose a polynomial \(W\) serves as the potential on all \(r>0\), for an arbitrary \(p\). Multiplying \(W = P + (l+1)c_1/r\) by \(r\) gives \(rW = rP + (l+1)c_1\) at infinitely many points, hence as polynomials. Setting \(r = 0\) gives \((l+1)c_1 = 0\), so \(c_1 = 0\), and cancelling \(r\) gives \(W = P\).

### The Lean file

```lean
import Mathlib

open Polynomial

namespace TroullierMartins

noncomputable section

/-- The pseudo radial function `u(r) = r^(l+1) exp(p(r))` for angular momentum `l`. -/
def pseudoWave (l : ℕ) (p : ℝ[X]) (r : ℝ) : ℝ :=
  r ^ (l + 1) * Real.exp (p.eval r)

/-- The radial Schrödinger equation `-u''/2 + l(l+1) u/(2r²) + V u = e u` at the radius `r`. -/
def RadialEq (l : ℕ) (V : ℝ → ℝ) (e : ℝ) (u : ℝ → ℝ) (r : ℝ) : Prop :=
  -deriv (deriv u) r / 2 + (l : ℝ) * (l + 1) / (2 * r ^ 2) * u r + V r * u r = e * u r

/-- The function `e + (l+1) p'/r + (p'' + p'²)/2` of the radius. -/
def invertedPotential (l : ℕ) (e : ℝ) (p : ℝ[X]) (r : ℝ) : ℝ :=
  e + ((l : ℝ) + 1) * p.derivative.eval r / r
    + (p.derivative.derivative.eval r + p.derivative.eval r ^ 2) / 2

/-- The polynomial `e + (l+1) q + (p'' + p'²)/2`, where `q` is `p'` with its constant term
removed and divided by `r`. -/
def potentialPoly (l : ℕ) (e : ℝ) (p : ℝ[X]) : ℝ[X] :=
  C e + C ((l : ℝ) + 1) * divX p.derivative
    + C (1 / 2) * (p.derivative.derivative + p.derivative ^ 2)

/-- A polynomial is even when all its odd coefficients vanish. -/
def IsEvenPoly (p : ℝ[X]) : Prop :=
  ∀ k, Odd k → p.coeff k = 0

/-- First derivative: `u' = ((l+1) r^l + r^(l+1) p') exp(p)`. -/
theorem hasDerivAt_pseudoWave (l : ℕ) (p : ℝ[X]) (r : ℝ) :
    HasDerivAt (pseudoWave l p)
      ((((l : ℝ) + 1) * r ^ l + r ^ (l + 1) * p.derivative.eval r) * Real.exp (p.eval r)) r := by
  have h := (hasDerivAt_pow (l + 1) r).fun_mul (p.hasDerivAt r).exp
  refine h.congr_deriv ?_
  simp only [Nat.add_sub_cancel, Nat.cast_add, Nat.cast_one]
  ring

/-- Second derivative away from the origin:
`u'' = (l(l+1)/r² + 2(l+1) p'/r + p'' + p'²) u`. -/
theorem hasDerivAt_deriv_pseudoWave (l : ℕ) (p : ℝ[X]) {r : ℝ} (hr : r ≠ 0) :
    HasDerivAt (deriv (pseudoWave l p))
      (((l : ℝ) * (l + 1) / r ^ 2 + 2 * (l + 1) * p.derivative.eval r / r
        + p.derivative.derivative.eval r + p.derivative.eval r ^ 2) * pseudoWave l p r) r := by
  have hd : deriv (pseudoWave l p) = fun x =>
      (((l : ℝ) + 1) * x ^ l + x ^ (l + 1) * p.derivative.eval x) * Real.exp (p.eval x) :=
    funext fun x => (hasDerivAt_pseudoWave l p x).deriv
  -- the derivative of `r^l` written as `l r^l / r`, valid also for `l = 0`
  have hk : (l : ℝ) * r ^ (l - 1) = l * r ^ l / r := by
    cases l with
    | zero => simp
    | succ n =>
      rw [Nat.add_sub_cancel, pow_succ]
      field_simp
  have h := (((hasDerivAt_pow l r).const_mul ((l : ℝ) + 1)).fun_add
    ((hasDerivAt_pow (l + 1) r).fun_mul (p.derivative.hasDerivAt r))).fun_mul
      (p.hasDerivAt r).exp
  rw [hd]
  refine h.congr_deriv ?_
  simp only [hk, Nat.add_sub_cancel, Nat.cast_add, Nat.cast_one, pseudoWave]
  field_simp
  ring

/-- Inversion of the radial equation: at `r > 0`, `u = r^(l+1) exp(p)` satisfies it with
potential `V` and energy `e` exactly when `V(r) = e + (l+1) p'/r + (p'' + p'²)/2`. -/
theorem radialEq_iff (l : ℕ) (p : ℝ[X]) (V : ℝ → ℝ) (e : ℝ) {r : ℝ} (hr : 0 < r) :
    RadialEq l V e (pseudoWave l p) r ↔ V r = invertedPotential l e p r := by
  -- `u` has no node at positive radius, so it can be cancelled
  have hu : pseudoWave l p r ≠ 0 := by
    unfold pseudoWave
    positivity
  unfold RadialEq invertedPotential
  rw [(hasDerivAt_deriv_pseudoWave l p hr.ne').deriv]
  constructor
  · intro h
    apply mul_right_cancel₀ hu
    linear_combination h
  · intro h
    linear_combination (pseudoWave l p r) * h

/-- For `r ≠ 0` the inverted potential is the polynomial `potentialPoly` plus the term
`(l+1) c₁ / r`. -/
theorem invertedPotential_eq (l : ℕ) (e : ℝ) (p : ℝ[X]) {r : ℝ} (hr : r ≠ 0) :
    invertedPotential l e p r
      = (potentialPoly l e p).eval r + ((l : ℝ) + 1) * p.coeff 1 / r := by
  have hc : p.derivative.coeff 0 = p.coeff 1 := by
    rw [coeff_derivative]
    simp
  have h := congrArg (eval r) (X_mul_divX_add p.derivative)
  simp only [eval_add, eval_mul, eval_X, eval_C, hc] at h
  have hdiv : p.derivative.eval r / r = (divX p.derivative).eval r + p.coeff 1 / r := by
    rw [← h]
    field_simp
  simp only [invertedPotential, potentialPoly, eval_add, eval_mul, eval_C, eval_pow]
  linear_combination ((l : ℝ) + 1) * hdiv

/-- If `c₁ = 0`, the potential polynomial has constant term `e + (2l+3) c₂` and `r²`
coefficient `2 (c₂² + (2l+5) c₄)`. -/
theorem potentialPoly_coeff (l : ℕ) (e : ℝ) (p : ℝ[X]) (h1 : p.coeff 1 = 0) :
    (potentialPoly l e p).coeff 0 = e + (2 * l + 3) * p.coeff 2 ∧
    (potentialPoly l e p).coeff 2 = 2 * (p.coeff 2 ^ 2 + (2 * l + 5) * p.coeff 4) := by
  have d0 : p.derivative.coeff 0 = 0 := by
    rw [coeff_derivative]
    simp [h1]
  have d1 : p.derivative.coeff (0 + 1) = 2 * p.coeff 2 := by
    rw [coeff_derivative]; show p.coeff 2 * _ = _; push_cast; ring
  have d1' : p.derivative.coeff 1 = 2 * p.coeff 2 := d1
  have d3 : p.derivative.coeff (2 + 1) = 4 * p.coeff 4 := by
    rw [coeff_derivative]; show p.coeff 4 * _ = _; push_cast; ring
  have s0 : p.derivative.derivative.coeff 0 = 2 * p.coeff 2 := by
    rw [coeff_derivative, d1]; push_cast; ring
  have s2 : p.derivative.derivative.coeff 2 = 12 * p.coeff 4 := by
    rw [coeff_derivative, d3]; push_cast; ring
  have q0 : ∀ q : ℝ[X], (q ^ 2).coeff 0 = q.coeff 0 * q.coeff 0 := fun q => by
    rw [sq, mul_coeff_zero]
  have q2 : ∀ q : ℝ[X], (q ^ 2).coeff 2 = 2 * q.coeff 0 * q.coeff 2 + q.coeff 1 ^ 2 := fun q => by
    rw [sq, coeff_mul, Finset.Nat.sum_antidiagonal_eq_sum_range_succ_mk]
    simp [Finset.sum_range_succ]
    ring
  have c2 : (C e).coeff 2 = 0 := by rw [coeff_C, if_neg (by norm_num)]
  unfold potentialPoly
  constructor
  · rw [coeff_add, coeff_add, coeff_C_mul, coeff_C_mul, coeff_add, coeff_divX, coeff_C_zero,
      d1, s0, q0, d0]
    ring
  · rw [coeff_add, coeff_add, coeff_C_mul, coeff_C_mul, coeff_add, coeff_divX, c2,
      d3, s2, q2, d0, d1']
    ring

/-- An even exponent `p` gives an even potential polynomial. -/
theorem potentialPoly_even (l : ℕ) (e : ℝ) (p : ℝ[X]) (hp : IsEvenPoly p) :
    IsEvenPoly (potentialPoly l e p) := by
  intro k hk
  -- `p'` has only odd powers
  have h1 : ∀ i, Even i → p.derivative.coeff i = 0 := fun i hi => by
    rw [coeff_derivative, hp _ hi.add_one, zero_mul]
  have h2 : p.derivative.derivative.coeff k = 0 := by
    rw [coeff_derivative, h1 _ hk.add_one, zero_mul]
  have hsq : (p.derivative ^ 2).coeff k = 0 := by
    rw [sq, coeff_mul]
    refine Finset.sum_eq_zero fun x hx => ?_
    have hx' : x.1 + x.2 = k := by simpa using hx
    rcases Nat.even_or_odd x.1 with h | h
    · rw [h1 _ h, zero_mul]
    · have h' : Even x.2 := by
        obtain ⟨a, ha⟩ := hk
        obtain ⟨b, hb⟩ := h
        exact ⟨a - b, by omega⟩
      rw [h1 _ h', mul_zero]
  have hC : (C e).coeff k = 0 := by rw [coeff_C, if_neg hk.pos.ne']
  unfold potentialPoly
  rw [coeff_add, coeff_add, coeff_C_mul, coeff_C_mul, coeff_add, coeff_divX, hC,
    h1 _ hk.add_one, h2, hsq]
  ring

/-- Inversion formula and `r²` coefficient: if `p` is even and `u = r^(l+1) exp(p)` solves the radial equation on
`r > 0`, then there `V = e + (l+1) p'/r + (p'' + p'²)/2` and `V` equals an even polynomial whose
`r²` coefficient vanishes iff `c₂² + (2l+5) c₄ = 0`. -/
theorem troullier_martins (l : ℕ) (p : ℝ[X]) (hp : IsEvenPoly p) (V : ℝ → ℝ) (e : ℝ)
    (hV : ∀ r, 0 < r → RadialEq l V e (pseudoWave l p) r) :
    (∀ r, 0 < r → V r = invertedPotential l e p r ∧ V r = (potentialPoly l e p).eval r) ∧
    IsEvenPoly (potentialPoly l e p) ∧
    ((potentialPoly l e p).coeff 2 = 0 ↔ p.coeff 2 ^ 2 + (2 * l + 5) * p.coeff 4 = 0) := by
  have h1 : p.coeff 1 = 0 := hp 1 odd_one
  refine ⟨fun r hr => ?_, potentialPoly_even l e p hp, ?_⟩
  · have h := (radialEq_iff l p V e hr).1 (hV r hr)
    refine ⟨h, ?_⟩
    rw [h, invertedPotential_eq l e p hr.ne', h1, mul_zero, zero_div, add_zero]
  · rw [(potentialPoly_coeff l e p h1).2]
    constructor <;> intro h <;> linarith

/-- For any exponent `p`, `u = r^(l+1) exp(p)` solves the radial equation on `r > 0` with a
polynomial potential `W` exactly when `c₁ = 0` and `W` is `potentialPoly`. -/
theorem polynomial_potential_iff (l : ℕ) (p W : ℝ[X]) (e : ℝ) :
    (∀ r, 0 < r → RadialEq l (fun x => W.eval x) e (pseudoWave l p) r) ↔
      p.coeff 1 = 0 ∧ W = potentialPoly l e p := by
  constructor
  · intro h
    -- multiply by `r`: an identity of polynomials, since it holds at infinitely many points
    have key : X * W = X * potentialPoly l e p + C (((l : ℝ) + 1) * p.coeff 1) := by
      refine eq_of_infinite_eval_eq _ _ ((Set.Ioi_infinite (0 : ℝ)).mono fun r hr => ?_)
      have hr' : 0 < r := hr
      have hne : r ≠ 0 := hr'.ne'
      have h2 : W.eval r = invertedPotential l e p r := (radialEq_iff l p _ e hr').1 (h r hr')
      rw [invertedPotential_eq l e p hne] at h2
      simp only [Set.mem_ofPred_eq, eval_add, eval_mul, eval_X, eval_C]
      rw [h2]
      field_simp
    have h0 := congrArg (eval 0) key
    simp only [eval_add, eval_mul, eval_X, eval_C, zero_mul, zero_add] at h0
    have hc : p.coeff 1 = 0 := (mul_eq_zero.1 h0.symm).resolve_left (by positivity)
    rw [hc, mul_zero, C_0, add_zero] at key
    exact ⟨hc, mul_left_cancel₀ X_ne_zero key⟩
  · rintro ⟨hc, rfl⟩ r hr
    rw [radialEq_iff l p _ e hr, invertedPotential_eq l e p hr.ne', hc, mul_zero, zero_div,
      add_zero]

/-- The exponent `p = -w r²/2` solves the radial equation on `r > 0` with the potential
`w² r²/2` and the energy `w (l + 3/2)`. -/
theorem gaussian_witness (l : ℕ) (w : ℝ) {r : ℝ} (hr : 0 < r) :
    RadialEq l (fun x => w ^ 2 * x ^ 2 / 2) (w * (l + 3 / 2))
      (pseudoWave l (C (-(w / 2)) * X ^ 2)) r := by
  have hne : r ≠ 0 := hr.ne'
  rw [radialEq_iff l _ _ _ hr]
  simp [invertedPotential]
  field_simp
  ring

end

end TroullierMartins
```

```lean
#print axioms TroullierMartins.invertedPotential_eq
#print axioms TroullierMartins.troullier_martins
#print axioms TroullierMartins.polynomial_potential_iff
```

```
'TroullierMartins.invertedPotential_eq' depends on axioms: [propext, Classical.choice, Quot.sound]
'TroullierMartins.troullier_martins' depends on axioms: [propext, Classical.choice, Quot.sound]
'TroullierMartins.polynomial_potential_iff' depends on axioms: [propext, Classical.choice, Quot.sound]
```

### What the theorems say

`troullier_martins` takes an even `p`, any `V` and `e`, and the hypothesis `hV` that the radial equation holds at every \(r>0\). It concludes three things. At every \(r>0\), \(V(r)\) equals both the inversion formula and \(P(r)\). The polynomial \(P\) is even. And \(P_2 = 0\) if and only if \(c_2^2 + (2l+5)c_4 = 0\). Only the first conclusion uses `hV`; the other two are properties of \(P\). Nothing is said about \(V\) at \(r \le 0\), where `hV` leaves it free.

`polynomial_potential_iff` drops evenness and says that a polynomial \(W\) is a valid potential on \(r>0\) exactly when \(c_1 = 0\) and \(W = P\). Read from right to left, it shows that every even \(p\) does have a potential satisfying `hV`, namely \(P\). Read from left to right, it shows that the polynomial is unique, so its \(r^2\) coefficient is determined by \(u\) and \(e\), and that a linear term in \(p\) excludes any polynomial potential.

`gaussian_witness` treats \(p = -w r^2/2\) for a real number \(w\). Here \(p' = -wr\) and \(p'' = -w\), so the formula gives \(V = e - (l+1)w - w/2 + w^2r^2/2\), which is \(w^2r^2/2\) when \(e = w(l + 3/2)\). For \(w>0\) this is the nodeless state of angular momentum \(l\) in an isotropic harmonic oscillator of frequency \(w\). The theorem holds for every real \(w\), since `RadialEq` places no condition at large \(r\). With \(c_2 = -w/2\) and \(c_4 = 0\) the coefficient formula gives \(P_2 = w^2/2\), in agreement with that potential.

The statements concern the inversion and the curvature condition for a given \(p\). The Troullier-Martins construction as a whole determines \(p\) by combining the curvature condition with norm conservation and with matching to an all-electron function at the core radius. The file contains neither the norm and matching conditions nor the solvability of the full system.

### How the proof follows the derivation

`hasDerivAt_pseudoWave` is the formula for \(u'\). The term `h` combines the derivative of a power, the derivative of a polynomial, the chain rule for the exponential and the product rule, and `ring` brings the result to the stated form.

`hasDerivAt_deriv_pseudoWave` replaces `deriv (pseudoWave l p)` by that formula (`hd`) and differentiates again. The derivative of \(r^l\) arrives as `(l : ℝ) * r ^ (l - 1)` with subtraction of natural numbers, and `hk` rewrites it as \(l\,r^l/r\) by treating \(l = 0\) and \(l = n+1\) separately. After that `field_simp` and `ring` carry out the factoring of \(u\).

`radialEq_iff` is the inversion. `positivity` gives \(u(r) \neq 0\). In the forward direction `mul_right_cancel₀ hu` reduces the goal to its product with \(u(r)\), and this is the radial equation rearranged, which `linear_combination h` checks. The backward direction multiplies the formula for \(V(r)\) by \(u(r)\).

`invertedPotential_eq` is the splitting \(p'/r = q + c_1/r\). It evaluates the identity `X_mul_divX_add p.derivative`, which reads \(r q + c_1 = p'\), divides by \(r\) in `hdiv`, and multiplies by \(l+1\).

`potentialPoly_coeff` lists the coefficients that were read off above: `d0`, `d1` and `d3` are those of \(p'\) at powers 0, 1 and 3, `s0` and `s2` those of \(p''\) at powers 0 and 2, and `q0` and `q2` are the Cauchy product for a square. It assumes only \(c_1 = 0\), so the formulas for \(P_0\) and \(P_2\) hold with \(c_3 \neq 0\) as well.

`potentialPoly_even` fixes an odd power \(k\). In the coefficient of \(p'^2\), a sum over pairs of indices adding to \(k\), one index of each pair is even, and `h1` says that \(p'\) vanishes at even indices. The main theorem chains these lemmas, with `linarith` removing the factor 2. In `polynomial_potential_iff` the step from infinitely many radii to an identity of polynomials is `eq_of_infinite_eval_eq`, evaluation at zero gives `hc`, and `mul_left_cancel₀ X_ne_zero` cancels \(r\).

### Remarks

What follows places the result in context and is not part of what the file proves.

The curvature condition could have been stated analytically, for a potential assumed twice continuously differentiable through the origin, as \(V''(0) = 0\). One would then need the extra regularity hypothesis and an argument that agreement with \(P\) on \(r>0\) carries over to derivatives at \(0\) by continuity, which gives \(V''(0) = 2P_2\). The coefficient form avoids both and allows \(V\) to be arbitrary. Similarly, `hV` could be restricted to \(0 < r < r_c\) with a core radius \(r_c\), which is the region where the form \(r^{l+1}\exp p\) is used. Since `radialEq_iff` and `invertedPotential_eq` are pointwise, the first conclusion would simply be restricted to the same interval.

In a generation code for this scheme, \(p\) has degree 12 and seven coefficients \(c_0, c_2, \dots, c_{12}\). The seven conditions are norm conservation inside \(r_c\), continuity of \(u\) and its first four derivatives at \(r_c\), and the curvature condition. For a trial \(c_2\) the last one gives \(c_4 = -c_2^2/(2l+5)\), the five matching conditions, once rewritten as prescribed values at \(r_c\) of \(p = \ln(u/r^{l+1})\) and its first four derivatives, are linear in \(c_0, c_6, c_8, c_{10}, c_{12}\), and the norm condition becomes one equation in \(c_2\) for a root finder. The screened potential of the channel is then evaluated inside \(r_c\) from the inversion formula, in the non-relativistic, one-channel form treated here, where \(p'/r\) can be written as the polynomial \(q\), which involves no division by \(r\). In Rydberg units the equation is \(-u'' + l(l+1)u/r^2 + Vu = eu\), so \(V - e\) is twice the expression above and the condition on \(c_2\) and \(c_4\) is unchanged.
